# The average inverse mass tensor of equivalent ellipsoidal valleys, one along each axis, is isotropic and set by the conductivity mass

In d dimensions, take d ellipsoidal valleys, one along each coordinate axis, each with positive mass `ml` along its own axis and positive mass `mt` along the others. The theorem `valley_average` says that the equally weighted average of their inverse mass tensors is the identity divided by the conductivity mass of any one valley, where the conductivity mass of a tensor M is d / tr(M⁻¹). It also gives that mass explicitly, as d / (1/`ml` + (d − 1)/`mt`). The proof inverts the diagonal tensors, shows that the inverses sum to (1/`ml` + (d − 1)/`mt`) times the identity, and then tries to match the two sides of the average by rewriting.

In Lean, a first try:

```lean
import Mathlib

open Matrix

namespace ValleyAverage

noncomputable section

variable {n : Type*} [Fintype n] [DecidableEq n]

/-- The conductivity mass `d / tr(M⁻¹)` of an invertible mass tensor with `tr(M⁻¹) ≠ 0`. -/
def conductivityMass (M : Matrix n n ℝ) : ℝ := (Fintype.card n : ℝ) / (M⁻¹).trace

/-- The mass tensor of an ellipsoidal valley along axis `v`: longitudinal mass `ml` on that
axis, transverse mass `mt` on all others. -/
def valleyMass (ml mt : ℝ) (v : n) : Matrix n n ℝ :=
  diagonal (fun i => if i = v then ml else mt)

/-- For positive longitudinal and transverse masses, the inverse mass tensors of equivalent
valleys, one along each axis, average to the reciprocal of the conductivity mass of any one
valley times the identity; that mass is `d / (1/ml + (d-1)/mt)`. -/
theorem valley_average {ml mt : ℝ} (hl : 0 < ml) (ht : 0 < mt) (w : n) :
    (Fintype.card n : ℝ)⁻¹ • ∑ v : n, (valleyMass ml mt v)⁻¹
      = (conductivityMass (valleyMass ml mt w))⁻¹ • (1 : Matrix n n ℝ) ∧
    conductivityMass (valleyMass ml mt w)
      = (Fintype.card n : ℝ) / (1 / ml + ((Fintype.card n : ℝ) - 1) / mt) := by
  have hinv : ∀ v : n, (valleyMass ml mt v)⁻¹ = valleyMass (1 / ml) (1 / mt) v := by
    intro v
    apply inv_eq_right_inv
    rw [valleyMass, valleyMass, diagonal_mul_diagonal, ← diagonal_one]
    congr 1
    funext i
    split_ifs
    · exact mul_one_div_cancel hl.ne'
    · exact mul_one_div_cancel ht.ne'
  -- one axis is longitudinal, the other d - 1 are transverse
  have hsum : ∀ v : n, ∑ i, (if i = v then 1 / ml else 1 / mt)
      = 1 / ml + ((Fintype.card n : ℝ) - 1) / mt := by
    intro v
    calc ∑ i, (if i = v then 1 / ml else 1 / mt)
        = ∑ i, (1 / mt + if i = v then 1 / ml - 1 / mt else 0) :=
          Finset.sum_congr rfl (fun i _ => by split_ifs <;> ring)
      _ = (Fintype.card n : ℝ) * (1 / mt) + (1 / ml - 1 / mt) := by
          rw [Finset.sum_add_distrib, Finset.sum_const, Finset.card_univ, nsmul_eq_mul,
            Finset.sum_ite_eq' Finset.univ v, if_pos (Finset.mem_univ v)]
      _ = _ := by ring
  have hcond : conductivityMass (valleyMass ml mt w)
      = (Fintype.card n : ℝ) / (1 / ml + ((Fintype.card n : ℝ) - 1) / mt) := by
    rw [conductivityMass, hinv, valleyMass, trace_diagonal, hsum]
  refine ⟨?_, hcond⟩
  have htot : ∑ v : n, (valleyMass ml mt v)⁻¹
      = (1 / ml + ((Fintype.card n : ℝ) - 1) / mt) • (1 : Matrix n n ℝ) := by
    ext i j
    rw [Matrix.sum_apply, Matrix.smul_apply, smul_eq_mul]
    by_cases h : i = j
    · subst h
      rw [one_apply_eq, mul_one, ← hsum i]
      refine Finset.sum_congr rfl (fun v _ => ?_)
      rw [hinv, valleyMass, diagonal_apply_eq]
      exact if_congr eq_comm rfl rfl
    · rw [one_apply_ne h, mul_zero]
      refine Finset.sum_eq_zero (fun v _ => ?_)
      rw [hinv, valleyMass, diagonal_apply_ne _ h]
  rw [htot, hcond, smul_smul, inv_div, div_eq_inv_mul]

end

end ValleyAverage
```

The error:

```
Main.lean:26:77: error: unsolved goals
n : Type u_1
inst✝¹ : Fintype n
inst✝ : DecidableEq n
ml mt : ℝ
hl : 0 < ml
ht : 0 < mt
w : n
hinv : ∀ (v : n), (valleyMass ml mt v)⁻¹ = valleyMass (1 / ml) (1 / mt) v
hsum : ∀ (v : n), (∑ i, if i = v then 1 / ml else 1 / mt) = 1 / ml + (↑(Fintype.card n) - 1) / mt
hcond : conductivityMass (valleyMass ml mt w) = ↑(Fintype.card n) / (1 / ml + (↑(Fintype.card n) - 1) / mt)
htot : ∑ v, (valleyMass ml mt v)⁻¹ = (1 / ml + (↑(Fintype.card n) - 1) / mt) • 1
⊢ ((↑(Fintype.card n))⁻¹ * (ml⁻¹ * 1 + (↑(Fintype.card n) - 1) / mt)) • 1 =
    ((ml⁻¹ * 1 + (↑(Fintype.card n) - 1) / mt) / ↑(Fintype.card n)) • 1
```

What went wrong. The message shows the goal left over after the last `rw`. Before its final step, the two sides differed only in how they wrote one scalar: d⁻¹ times the sum 1/`ml` + (d − 1)/`mt` on the left, that sum divided by d on the right. The step `div_eq_inv_mul`, which turns `a / b` into `b⁻¹ * a`, was meant for the division by d. But its pattern fits any division, and `rw` settled on `1 / ml`, rewriting every copy of that term to `ml⁻¹ * 1`. The division by d stayed as it was, so the sides still differed in form and the reflexivity check that ends `rw` could not close the goal.

The repair uses `inv_mul_eq_div`, which turns `a⁻¹ * b` into `b / a`. The only product of that shape in the goal is the scalar on the left, which becomes the sum divided by d. The two sides are then identical, and `rw` closes the goal.

This version goes through:

```diff
@@ -62,5 +62,5 @@
       refine Finset.sum_eq_zero (fun v _ => ?_)
       rw [hinv, valleyMass, diagonal_apply_ne _ h]
-  rw [htot, hcond, smul_smul, inv_div, div_eq_inv_mul]
+  rw [htot, hcond, smul_smul, inv_div, inv_mul_eq_div]
 
 end
```
